# The middle gap of the four-state graphene K-point model is max(0, 2u − w) for u, w ≥ 0

## Two coupled states and a level that stays put

Take two states of equal energy $-u$ and couple them by a matrix element of magnitude $w$:

$$
h=\begin{pmatrix}-u & iw\\ -iw & -u\end{pmatrix},\qquad
\det(x-h)=(x+u)^2-w^2 .
$$

The levels are $-u+w$ and $-u-w$. Now place beside them two further states at energy $u$ that the coupling does not touch. For $u>0$ and $w=0$ there is a gap $2u$ between the lower pair and the upper pair. As $w$ grows from zero, the upper level of the coupled pair rises towards $u$ and reaches it when $-u+w=u$, that is, at $w=2u$.

This is the K point of graphene with two kinds of spin–orbit coupling. The coupled states are A↓ and B↑, where A and B are the sublattices and the arrows give the electron spin. The untouched states are A↑ and B↓.

## Intrinsic and Rashba coupling at K

Let $\sigma_i$ be Pauli matrices acting on the sublattice and $s_i$ Pauli matrices acting on spin. The K-point Hamiltonian is

$$
H_K=u\,\sigma_z\otimes s_z+\frac w2\left(\sigma_x\otimes s_y-\sigma_y\otimes s_x\right).
$$

The parameter $u$ stands for the intrinsic spin–orbit coupling of the flat, mirror-symmetric sheet. The parameter $w$ stands for the Rashba coupling that appears when a substrate or a perpendicular field breaks that mirror symmetry. Both are energies put in by hand, not derived from a Dirac–Coulomb Hamiltonian.

Around K, with momentum components $p,q$ in units of energy, the valley Hamiltonian is

$$
H(p,q)=p\,\sigma_x\otimes 1+q\,\sigma_y\otimes 1+H_K .
$$

It is Hermitian, because Kronecker products of Hermitian matrices are Hermitian and the coefficients are real.

At half filling two of the four levels are occupied, so the gap of interest lies between the second and third. If $u$ and $w$ have been fitted to a relativistic band-structure calculation, the result gives the K-point gap within this non-interacting, one-valley model.

## What the theorems say

Write the ascending levels as $E_0\le E_1\le E_2\le E_3$, counted with multiplicity and numbered from zero as in Lean. For $u,w\ge 0$,

$$
E_2-E_1=\max(0,\,2u-w),\qquad E_1=E_2\iff 2u\le w .
$$

These are `kPoint_gap` and `kPoint_gap_closed_iff`. The matrix $H_K$ is `kPoint u w`, with rows and columns indexed by `Fin 2 × Fin 2`: the first index is the sublattice (0 for A, 1 for B), the second the spin (0 for ↑, 1 for ↓). The symbol `⊗ₖ` is the Kronecker product. The couplings are real numbers, converted to complex ones inside the matrix.

The predicate `IsAscendingSpectrum H E` says that the four real numbers `E 0` to `E 3` are in ascending order and that the characteristic polynomial of `H` is the product of the factors $X-E_i$. A degenerate level is therefore listed as often as it occurs. The gap theorems hold for every such list, and `kPoint_levels` supplies one.

The convention for the couplings matters when numbers are compared: $u$ is the full coefficient of its term, so the intrinsic gap is $2u$, while the Rashba term carries $w/2$, so its nonzero matrix elements have magnitude $w$.

The model omits the other valley, electron interaction and any sublattice-staggered potential that a substrate may also induce.

## From the determinant to the gap

Order the basis as A↑, A↓, B↑, B↓ and set $a=x-u$, $b=x+u$, $z=p-iq$, $z'=p+iq$, $r=iw$, $r'=-iw$. Then

$$
x-H(p,q)=\begin{pmatrix}
a&0&-z&0\\
0&b&-r&-z\\
-z'&-r'&b&0\\
0&-z'&0&a
\end{pmatrix}.
$$

Expansion along the first row gives two terms:

$$
a\,(ab^2-rr'a-b\,zz')-z\,z'(ab-zz')=(ab-zz')^2-rr'a^2 .
$$

Here $zz'=p^2+q^2=:k^2$ and $rr'=w^2$, so the determinant is a difference of squares:

$$
(ab-k^2-wa)(ab-k^2+wa).
$$

With $ab=x^2-u^2$, completing the square in each factor yields

$$
\left[\left(x-\tfrac w2\right)^2-k^2-\left(u-\tfrac w2\right)^2\right]
\left[\left(x+\tfrac w2\right)^2-k^2-\left(u+\tfrac w2\right)^2\right].
$$

At K we have $k=0$. The first factor vanishes at $x=u$ and $x=w-u$, the second at $x=u$ and $x=-u-w$. The levels are thus $u,u,w-u,-u-w$.

The eigenvectors can be written down directly. The Rashba term annihilates A↑ and B↓, which therefore have energy $u$. The normalised states $(\pm i\,|A{\downarrow}\rangle+|B{\uparrow}\rangle)/\sqrt2$ have energies $-u\pm w$.

For $u,w\ge0$ the level $-u-w$ is lowest, since $-u-w\le u$ and $-u-w\le w-u$. The order of the other three depends on the couplings:

- If $w\le 2u$, then $w-u\le u$. The ascending list is $-u-w,\;w-u,\;u,\;u$, and the middle gap is $2u-w$.
- If $w\ge 2u$, then $u\le w-u$. The ascending list is $-u-w,\;u,\;u,\;w-u$, and the middle gap is zero.

Both cases are contained in $E_2-E_1=\max(0,2u-w)$. This maximum is zero exactly when $2u\le w$, which is the criterion for closure.

The ascending list is unique: equal characteristic polynomials have the same roots with the same multiplicities, and sorting leaves only one order of values.

## Zero couplings and negative couplings

At $w=0$ the levels are $-u,-u,u,u$, with the intrinsic gap $2u$. At $u=0$ they are $-w,0,0,w$, and there is no middle gap for any $w\ge0$.

The gap formula can fail when either coupling is negative. For $u=1$, $w=-1$ the ascending levels are $-2,0,1,1$: the gap is 1, whereas the formula would give 3. For $u=-1$, $w=0$ they are $-1,-1,1,1$: the gap is 2, whereas the formula would give 0.

## The Lean file

```lean
import Mathlib

open Matrix Polynomial
open scoped Kronecker

namespace GrapheneRashbaGap

noncomputable section

/-- The Pauli matrix `σ_x`. -/
def pauliX : Matrix (Fin 2) (Fin 2) ℂ := !![0, 1; 1, 0]

/-- The Pauli matrix `σ_y`. -/
def pauliY : Matrix (Fin 2) (Fin 2) ℂ := !![0, -Complex.I; Complex.I, 0]

/-- The Pauli matrix `σ_z`. -/
def pauliZ : Matrix (Fin 2) (Fin 2) ℂ := !![1, 0; 0, -1]

/-- The graphene Hamiltonian at the K point, on sublattice ⊗ spin, with intrinsic spin-orbit
coupling `u` and Rashba coupling `w`. -/
def kPoint (u w : ℝ) : Matrix (Fin 2 × Fin 2) (Fin 2 × Fin 2) ℂ :=
  (u : ℂ) • (pauliZ ⊗ₖ pauliZ) +
    ((w / 2 : ℝ) : ℂ) • (pauliX ⊗ₖ pauliY - pauliY ⊗ₖ pauliX)

/-- The Hamiltonian of the valley around K: the K-point matrix plus the Dirac kinetic term,
with the momentum components `p`, `q` measured in units of energy. -/
def valley (p q u w : ℝ) : Matrix (Fin 2 × Fin 2) (Fin 2 × Fin 2) ℂ :=
  (p : ℂ) • (pauliX ⊗ₖ (1 : Matrix (Fin 2) (Fin 2) ℂ)) +
    (q : ℂ) • (pauliY ⊗ₖ (1 : Matrix (Fin 2) (Fin 2) ℂ)) + kPoint u w

/-- The product basis in the order A↑, A↓, B↑, B↓. -/
def basisOrder : Fin 4 ≃ Fin 2 × Fin 2 where
  toFun := ![(0, 0), (0, 1), (1, 0), (1, 1)]
  invFun := fun s => (![![0, 1], ![2, 3]] : Fin 2 → Fin 2 → Fin 4) s.1 s.2
  left_inv := by intro i; fin_cases i <;> rfl
  right_inv := by rintro ⟨a, b⟩; fin_cases a <;> fin_cases b <;> rfl

/-- `E 0 ≤ E 1 ≤ E 2 ≤ E 3` are the roots of the characteristic polynomial of `H`, listed in
ascending order and repeated according to multiplicity. -/
structure IsAscendingSpectrum (H : Matrix (Fin 2 × Fin 2) (Fin 2 × Fin 2) ℂ)
    (E : Fin 4 → ℝ) : Prop where
  le01 : E 0 ≤ E 1
  le12 : E 1 ≤ E 2
  le23 : E 2 ≤ E 3
  charpoly_eq : H.charpoly = ∏ i, (X - C (E i : ℂ))

/-- The valley Hamiltonian is Hermitian at every momentum. -/
theorem valley_isHermitian (p q u w : ℝ) : (valley p q u w).IsHermitian := by
  apply Matrix.IsHermitian.ext
  rintro ⟨a, b⟩ ⟨c, d⟩
  fin_cases a <;> fin_cases b <;> fin_cases c <;> fin_cases d <;>
    simp [valley, kPoint, pauliX, pauliY, pauliZ]
  -- one Rashba matrix element remains
  left
  ring

/-- Dispersion of the four bands: the energies `x` at momentum `(p, q)` solve
`(x ∓ w/2)² = p² + q² + (u ∓ w/2)²`, one quadratic for each sign. -/
theorem valley_charpoly (p q u w : ℝ) :
    (valley p q u w).charpoly =
      ((X - C ((w / 2 : ℝ) : ℂ)) ^ 2 - C ((p ^ 2 + q ^ 2 + (u - w / 2) ^ 2 : ℝ) : ℂ)) *
      ((X + C ((w / 2 : ℝ) : ℂ)) ^ 2 - C ((p ^ 2 + q ^ 2 + (u + w / 2) ^ 2 : ℝ) : ℂ)) := by
  -- the determinant for abstract entries
  have hdet : ∀ a b z z' r r' : ℂ,
      (!![a, 0, -z, 0; 0, b, -r, -z; -z', -r', b, 0; 0, -z', 0, a] :
        Matrix (Fin 4) (Fin 4) ℂ).det = (a * b - z * z') ^ 2 - r * r' * a ^ 2 := by
    intro a b z z' r r'
    simp [Matrix.det_succ_row_zero, Fin.sum_univ_succ, Fin.succAbove]
    ring
  apply Polynomial.funext
  intro x
  -- the secular matrix in the ordered product basis
  have hM : (Matrix.scalar (Fin 2 × Fin 2) x - valley p q u w).submatrix
      basisOrder basisOrder =
      !![x - u, 0, -(p - Complex.I * q), 0;
         0, x + u, -(Complex.I * w), -(p - Complex.I * q);
         -(p + Complex.I * q), -(-(Complex.I * w)), x + u, 0;
         0, -(p + Complex.I * q), 0, x - u] := by
    ext i j
    fin_cases i <;> fin_cases j <;>
      simp [basisOrder, valley, kPoint, pauliX, pauliY, pauliZ] <;> ring
  have h1 : ((p : ℂ) - Complex.I * q) * (p + Complex.I * q) = p ^ 2 + q ^ 2 := by
    linear_combination (-(q : ℂ) ^ 2) * Complex.I_sq
  have h2 : (Complex.I * w) * (-(Complex.I * w)) = (w : ℂ) ^ 2 := by
    linear_combination (-(w : ℂ) ^ 2) * Complex.I_sq
  rw [Matrix.eval_charpoly, ← Matrix.det_submatrix_equiv_self basisOrder, hM, hdet, h1, h2]
  simp only [eval_mul, eval_sub, eval_add, eval_pow, eval_X, eval_C]
  push_cast
  ring

/-- At the K point the energies are `u` (twice), `w - u` and `-u - w`. -/
theorem kPoint_charpoly (u w : ℝ) :
    (kPoint u w).charpoly =
      (X - C (u : ℂ)) ^ 2 * (X - C ((w - u : ℝ) : ℂ)) * (X - C ((-u - w : ℝ) : ℂ)) := by
  have h := valley_charpoly 0 0 u w
  rw [show valley 0 0 u w = kPoint u w by simp [valley]] at h
  rw [h]
  apply Polynomial.funext
  intro x
  simp only [eval_mul, eval_sub, eval_add, eval_pow, eval_X, eval_C]
  push_cast
  ring

/-- The product states A↑ and B↓ are eigenvectors of the K-point Hamiltonian with energy `u`. -/
theorem kPoint_polarised (u w : ℝ) :
    kPoint u w *ᵥ Pi.single (0, 0) 1 = (u : ℂ) • Pi.single (0, 0) 1 ∧
    kPoint u w *ᵥ Pi.single (1, 1) 1 = (u : ℂ) • Pi.single (1, 1) 1 := by
  constructor <;> ext ⟨a, b⟩ <;> fin_cases a <;> fin_cases b <;>
    simp [kPoint, pauliX, pauliY, pauliZ]

/-- The combinations `i A↓ + B↑` and `-i A↓ + B↑` are eigenvectors of the K-point Hamiltonian
with energies `w - u` and `-u - w`. -/
theorem kPoint_mixed (u w : ℝ) :
    kPoint u w *ᵥ (Pi.single (0, 1) Complex.I + Pi.single (1, 0) 1) =
      ((w - u : ℝ) : ℂ) • (Pi.single (0, 1) Complex.I + Pi.single (1, 0) 1) ∧
    kPoint u w *ᵥ (Pi.single (0, 1) (-Complex.I) + Pi.single (1, 0) 1) =
      ((-u - w : ℝ) : ℂ) • (Pi.single (0, 1) (-Complex.I) + Pi.single (1, 0) 1) := by
  constructor <;> ext ⟨a, b⟩ <;> fin_cases a <;> fin_cases b <;> apply Complex.ext <;>
    simp [kPoint, pauliX, pauliY, pauliZ, Matrix.mulVec, dotProduct,
      Fintype.sum_prod_type, Pi.single_apply] <;> ring

/-- A Hamiltonian has at most one ascending list of levels. -/
theorem IsAscendingSpectrum.unique {H : Matrix (Fin 2 × Fin 2) (Fin 2 × Fin 2) ℂ}
    {E F : Fin 4 → ℝ} (hE : IsAscendingSpectrum H E) (hF : IsAscendingSpectrum H F) :
    E = F := by
  have key : ∀ G : Fin 4 → ℝ, ∏ i, (X - C (G i : ℂ)) =
      (((([G 0, G 1, G 2, G 3] : List ℝ) : Multiset ℝ).map Complex.ofReal).map
        (fun a => X - C a)).prod := by
    intro G
    simp [Fin.prod_univ_four, mul_assoc]
  have sorted : ∀ G : Fin 4 → ℝ, G 0 ≤ G 1 → G 1 ≤ G 2 → G 2 ≤ G 3 →
      List.Pairwise (· ≤ ·) [G 0, G 1, G 2, G 3] := by
    intro G h1 h2 h3
    simp only [List.pairwise_cons, List.mem_cons, List.not_mem_nil, or_false,
      forall_eq_or_imp, forall_eq, false_imp_iff, implies_true, List.Pairwise.nil, and_true]
    refine ⟨⟨?_, ?_, ?_⟩, ⟨?_, ?_⟩, ?_⟩ <;> linarith
  -- equal polynomials have equal multisets of roots
  have h := congrArg Polynomial.roots
    ((key E).symm.trans (hE.charpoly_eq.symm.trans (hF.charpoly_eq.trans (key F))))
  rw [roots_multiset_prod_X_sub_C, roots_multiset_prod_X_sub_C] at h
  have hp := Multiset.coe_eq_coe.mp (Multiset.map_injective Complex.ofReal_injective h)
  -- and sorted lists with the same entries agree
  have hl : [E 0, E 1, E 2, E 3] = [F 0, F 1, F 2, F 3] :=
    List.Perm.eq_of_pairwise (fun a b _ _ hab hba => le_antisymm hab hba)
      (sorted E hE.le01 hE.le12 hE.le23) (sorted F hF.le01 hF.le12 hF.le23) hp
  simp only [List.cons.injEq, and_true] at hl
  obtain ⟨h0, h1, h2, h3⟩ := hl
  funext i
  fin_cases i
  exacts [h0, h1, h2, h3]

/-- For nonnegative couplings the K-point levels in ascending order are
`-u - w`, `min u (w - u)`, `u`, `max u (w - u)`. -/
theorem kPoint_levels {u w : ℝ} (hu : 0 ≤ u) (hw : 0 ≤ w) :
    IsAscendingSpectrum (kPoint u w) ![-u - w, min u (w - u), u, max u (w - u)] := by
  have hlow : -u - w ≤ min u (w - u) := le_min (by linarith) (by linarith)
  refine ⟨hlow, min_le_left _ _, le_max_left _ _, ?_⟩
  rw [kPoint_charpoly, Fin.prod_univ_four]
  change _ = (X - C ((-u - w : ℝ) : ℂ)) * (X - C ((min u (w - u) : ℝ) : ℂ)) *
    (X - C (u : ℂ)) * (X - C ((max u (w - u) : ℝ) : ℂ))
  rcases le_total u (w - u) with h | h
  · rw [min_eq_left h, max_eq_right h]
    ring
  · rw [min_eq_right h, max_eq_left h]
    ring

/-- For nonnegative couplings the gap between the second and third ascending levels at the
K point is `max 0 (2u - w)`. -/
theorem kPoint_gap {u w : ℝ} (hu : 0 ≤ u) (hw : 0 ≤ w) {E : Fin 4 → ℝ}
    (hE : IsAscendingSpectrum (kPoint u w) E) : E 2 - E 1 = max 0 (2 * u - w) := by
  rw [hE.unique (kPoint_levels hu hw)]
  change u - min u (w - u) = _
  rcases le_total u (w - u) with h | h
  · rw [min_eq_left h, max_eq_left (by linarith)]
    ring
  · rw [min_eq_right h, max_eq_right (by linarith)]
    ring

/-- For nonnegative couplings the second and third levels at the K point coincide exactly when
the Rashba coupling `w` is at least `2u`. -/
theorem kPoint_gap_closed_iff {u w : ℝ} (hu : 0 ≤ u) (hw : 0 ≤ w) {E : Fin 4 → ℝ}
    (hE : IsAscendingSpectrum (kPoint u w) E) : E 1 = E 2 ↔ 2 * u ≤ w := by
  have hgap := kPoint_gap hu hw hE
  constructor
  · intro h
    have := le_max_right 0 (2 * u - w)
    linarith
  · intro h
    rw [max_eq_left (by linarith)] at hgap
    linarith

end

end GrapheneRashbaGap
```

```lean
#print axioms GrapheneRashbaGap.kPoint_polarised
-- 'GrapheneRashbaGap.kPoint_polarised' depends on axioms: [propext, Classical.choice, Quot.sound]
#print axioms GrapheneRashbaGap.kPoint_mixed
-- 'GrapheneRashbaGap.kPoint_mixed' depends on axioms: [propext, Classical.choice, Quot.sound]
#print axioms GrapheneRashbaGap.kPoint_gap
-- 'GrapheneRashbaGap.kPoint_gap' depends on axioms: [propext, Classical.choice, Quot.sound]
#print axioms GrapheneRashbaGap.kPoint_gap_closed_iff
-- 'GrapheneRashbaGap.kPoint_gap_closed_iff' depends on axioms: [propext, Classical.choice, Quot.sound]
```

## The determinant in Lean

`valley_isHermitian` compares the matrix with its conjugate transpose entry by entry, where the argument by hand used the Hermiticity of the factors.

`valley_charpoly` follows the determinant calculation closely. `Polynomial.funext` reduces the equality of two polynomials to equality of their values at every complex $x$. The auxiliary statement `hdet` is the determinant formula in $a,b,z,z',r,r'$, obtained by expansion along the first row. Then `hM` identifies the secular matrix in the order given by `basisOrder`, and `Matrix.det_submatrix_equiv_self` says that this reordering leaves the determinant unchanged. The products $zz'$ and $rr'$ are computed in `h1` and `h2` from $i^2=-1$. The final `ring` does the factorisation and the completion of the squares at once.

`kPoint_charpoly` sets both momentum components to zero and rewrites the two quadratics as four linear factors.

The eigenvector statements `kPoint_polarised` and `kPoint_mixed` are checked component by component. The second uses the vectors without the factor $1/\sqrt2$ and compares real and imaginary parts separately. The gap proof does not need them; they identify the states behind the levels.

## Sorting the levels in Lean

`IsAscendingSpectrum.unique` carries out the uniqueness argument. Its step `key` writes the product of linear factors in terms of a multiset, a collection that records multiplicity but not order. Taking roots then shows that two candidate lists have the same complex entries, and injectivity of the map from real to complex numbers brings this back to the real levels. The lists are therefore permutations of each other, and `List.Perm.eq_of_pairwise` makes them equal because both are sorted.

`kPoint_levels` handles the crossing without stating two separate lists. It gives the levels as `![-u - w, min u (w - u), u, max u (w - u)]`. The signs of the couplings enter in `hlow`, which places $-u-w$ at the bottom. The split `rcases le_total u (w - u)` is the case distinction made by hand, and in each case the product of factors agrees with `kPoint_charpoly`.

In `kPoint_gap`, uniqueness replaces the arbitrary list `E` by this explicit one. What remains is $u-\min(u,w-u)=\max(0,2u-w)$, settled by the same two cases.

For `kPoint_gap_closed_iff`, suppose first that the levels coincide. Then the maximum is zero, and since it is at least $2u-w$, we get $2u\le w$. Conversely, $2u\le w$ makes the maximum zero, and the gap formula gives $E_1=E_2$.
